# A polynomial bound on the conjugate-gradient error for positive semidefinite matrices

When \(Sx=f\) is solved iteratively for a large overlap matrix \(S\), an error bound can tell in advance how many steps are enough for a wanted accuracy. For positive semidefinite \(S\) and any real polynomial \(p\) of degree at most \(k\) with \(p(0)=1\), the theorems below bound the error of the best approximation built from \(f, Sf, \dots, S^{k-1}f\), measured in the quadratic form of \(S\) and relative to the error of the zero vector, by the largest value of \(p^2\) on the eigenvalues of \(S\).

```lean
import Mathlib

open Matrix Polynomial
open scoped ComplexOrder

namespace ConjugateGradientBound

noncomputable section

variable {n : Type*} [Fintype n] [DecidableEq n] {S : Matrix n n ℂ}

/-- The real part of `v^H S v`, called the energy of `v`. -/
def energy (S : Matrix n n ℂ) (v : n → ℂ) : ℝ := (star v ⬝ᵥ S *ᵥ v).re

/-- The Krylov space spanned by `b, S b, .., S^(k-1) b`. -/
def krylov (S : Matrix n n ℂ) (b : n → ℂ) (k : ℕ) : Submodule ℂ (n → ℂ) :=
  Submodule.span ℂ (Set.range fun j : Fin k => (S ^ (j : ℕ)) *ᵥ b)

/-- `y` minimises the energy of the error `x - y` over the Krylov space of order `k` started from
the right-hand side `b = S x`. -/
def IsCGIterate (S : Matrix n n ℂ) (x : n → ℂ) (k : ℕ) (y : n → ℂ) : Prop :=
  y ∈ krylov S (S *ᵥ x) k ∧
    ∀ z ∈ krylov S (S *ᵥ x) k, energy S (x - y) ≤ energy S (x - z)

/-- The amplitude of `v` along the `i`-th orthonormal eigenvector of a Hermitian matrix. -/
def amplitude (hS : S.IsHermitian) (i : n) (v : n → ℂ) : ℂ :=
  star (hS.eigenvectorBasis i).ofLp ⬝ᵥ v

/-- If `p` has degree at most `k` and `p(0) = 1`, then `x - p(S) x` lies in the Krylov space
of `b = S x`. -/
theorem sub_poly_mem_krylov (S : Matrix n n ℂ) (x : n → ℂ) {k : ℕ} {p : ℝ[X]}
    (hp : p.natDegree ≤ k) (h0 : p.eval 0 = 1) :
    x - (aeval S p) *ᵥ x ∈ krylov S (S *ᵥ x) k := by
  have hsum : ∀ s : Finset ℕ, (∑ i ∈ s, p.coeff (i + 1) • S ^ (i + 1)) *ᵥ x =
      ∑ i ∈ s, p.coeff (i + 1) • (S ^ i *ᵥ (S *ᵥ x)) := by
    intro s
    induction s using Finset.induction_on with
    | empty => simp
    | insert a s ha ih =>
      rw [Finset.sum_insert ha, Finset.sum_insert ha, Matrix.add_mulVec, ih,
        Matrix.smul_mulVec, Matrix.mulVec_mulVec, pow_succ]
  -- the constant term of `p` cancels `x`; every other term contains a factor `S x`
  have key : x - (aeval S p) *ᵥ x =
      -∑ i ∈ Finset.range k, p.coeff (i + 1) • (S ^ i *ᵥ (S *ᵥ x)) := by
    rw [aeval_eq_sum_range' (Nat.lt_succ_of_le hp), Finset.sum_range_succ',
      Matrix.add_mulVec, hsum, coeff_zero_eq_eval_zero, h0, pow_zero, one_smul,
      Matrix.one_mulVec]
    abel
  rw [key]
  refine Submodule.neg_mem _ (Submodule.sum_mem _ fun i hi => ?_)
  exact Submodule.smul_of_tower_mem _ _
    (Submodule.subset_span ⟨⟨i, Finset.mem_range.mp hi⟩, rfl⟩)

/-- A Hermitian `S` multiplies each eigenmode amplitude by its eigenvalue. -/
theorem amplitude_mulVec (hS : S.IsHermitian) (i : n) (v : n → ℂ) :
    amplitude hS i (S *ᵥ v) = (hS.eigenvalues i : ℂ) * amplitude hS i v := by
  have h : star (hS.eigenvectorBasis i).ofLp ᵥ* S =
      star (S *ᵥ (hS.eigenvectorBasis i).ofLp) := by
    rw [Matrix.star_mulVec, hS.eq]
  unfold amplitude
  rw [Matrix.dotProduct_mulVec, h, hS.mulVec_eigenvectorBasis, star_smul, star_trivial,
    smul_dotProduct, Complex.real_smul]

/-- For Hermitian `S`, the matrix `p(S)` multiplies each eigenmode amplitude by the value of
`p` at the eigenvalue. -/
theorem amplitude_poly (hS : S.IsHermitian) (i : n) (v : n → ℂ) (p : ℝ[X]) :
    amplitude hS i ((aeval S p) *ᵥ v) =
      ((p.eval (hS.eigenvalues i) : ℝ) : ℂ) * amplitude hS i v := by
  have hpow : ∀ m : ℕ, amplitude hS i (S ^ m *ᵥ v) =
      (hS.eigenvalues i : ℂ) ^ m * amplitude hS i v := by
    intro m
    induction m with
    | zero => simp
    | succ m ih => rw [pow_succ', ← Matrix.mulVec_mulVec, amplitude_mulVec, ih]; ring
  induction p using Polynomial.induction_on' with
  | add p q hp hq =>
    have hadd : ∀ u w, amplitude hS i (u + w) = amplitude hS i u + amplitude hS i w :=
      fun u w => dotProduct_add _ _ _
    rw [map_add, Matrix.add_mulVec, hadd, hp, hq, eval_add]
    push_cast
    ring
  | monomial m a =>
    have hsmul : ∀ w, amplitude hS i (a • w) = (a : ℂ) * amplitude hS i w := by
      intro w
      unfold amplitude
      rw [dotProduct_smul, Complex.real_smul]
    rw [aeval_monomial, Algebra.algebraMap_eq_smul_one, smul_mul_assoc, one_mul,
      Matrix.smul_mulVec, hsmul, hpow, eval_monomial]
    push_cast
    ring

/-- For Hermitian `S` the energy is the sum over eigenmodes of eigenvalue times squared
amplitude. -/
theorem energy_eq_sum (hS : S.IsHermitian) (v : n → ℂ) :
    energy S v = ∑ i, hS.eigenvalues i * ‖amplitude hS i v‖ ^ 2 := by
  have e : ∀ i w, inner ℂ (hS.eigenvectorBasis i) (WithLp.toLp 2 w) = amplitude hS i w := by
    intro i w
    rw [EuclideanSpace.inner_eq_star_dotProduct, dotProduct_comm]
    rfl
  have e2 : star v ⬝ᵥ S *ᵥ v = inner ℂ (WithLp.toLp 2 v) (WithLp.toLp 2 (S *ᵥ v)) := by
    rw [EuclideanSpace.inner_eq_star_dotProduct, dotProduct_comm]
  -- Parseval's identity in the eigenbasis
  unfold energy
  rw [e2, ← hS.eigenvectorBasis.sum_inner_mul_inner, Complex.re_sum]
  refine Finset.sum_congr rfl fun i _ => ?_
  rw [← inner_conj_symm (WithLp.toLp 2 v) (hS.eigenvectorBasis i), e, e, amplitude_mulVec,
    Complex.sq_norm, Complex.normSq_apply]
  simp only [Complex.mul_re, Complex.mul_im, Complex.conj_re, Complex.conj_im,
    Complex.ofReal_re, Complex.ofReal_im]
  ring

/-- Conjugate-gradient bound: for positive semidefinite `S` and a real polynomial `p` of degree
at most `k` with `p(0) = 1`, the error energy of the `k`-th iterate is at most `M` times the
energy of `x`, whenever `M` bounds `p^2` on the eigenvalues of `S`. -/
theorem cg_bound (hS : S.PosSemidef) {x y : n → ℂ} {k : ℕ} (hy : IsCGIterate S x k y)
    {p : ℝ[X]} (hp : p.natDegree ≤ k) (h0 : p.eval 0 = 1) {M : ℝ}
    (hM : ∀ i, p.eval (hS.isHermitian.eigenvalues i) ^ 2 ≤ M) :
    energy S (x - y) ≤ M * energy S x := by
  -- compare the minimiser with the trial vector `x - p(S) x`
  have h1 := hy.2 _ (sub_poly_mem_krylov S x hp h0)
  rw [sub_sub_cancel] at h1
  refine h1.trans ?_
  rw [energy_eq_sum hS.isHermitian, energy_eq_sum hS.isHermitian, Finset.mul_sum]
  refine Finset.sum_le_sum fun i _ => ?_
  rw [amplitude_poly, norm_mul, Complex.norm_real, mul_pow, Real.norm_eq_abs, sq_abs]
  have h2 := mul_le_mul_of_nonneg_right (hM i) (mul_nonneg (hS.eigenvalues_nonneg i)
    (sq_nonneg ‖amplitude hS.isHermitian i x‖))
  linarith

/-- Finite termination: if `S` is positive definite with at most `k` distinct eigenvalues, the
`k`-th iterate is the exact solution. -/
theorem cg_terminates (hS : S.PosDef) {x y : n → ℂ} {k : ℕ} (hy : IsCGIterate S x k y)
    (hk : (Finset.univ.image hS.isHermitian.eigenvalues).card ≤ k) : y = x := by
  -- a polynomial vanishing on the whole spectrum
  let F := Finset.univ.image hS.isHermitian.eigenvalues
  let p : ℝ[X] := ∏ μ ∈ F, (1 - C μ⁻¹ * X)
  have hp : p.natDegree ≤ k := by
    refine (natDegree_prod_le _ _).trans (le_trans ?_ hk)
    refine (Finset.sum_le_card_nsmul F _ 1 fun μ _ => ?_).trans (by simp [F])
    compute_degree
  have h0 : p.eval 0 = 1 := by simp [p, eval_prod]
  have hM : ∀ i, p.eval (hS.posSemidef.isHermitian.eigenvalues i) ^ 2 ≤ 0 := by
    intro i
    have hz : p.eval (hS.isHermitian.eigenvalues i) = 0 := by
      rw [eval_prod]
      refine Finset.prod_eq_zero (Finset.mem_image_of_mem _ (Finset.mem_univ i)) ?_
      simp [inv_mul_cancel₀ (hS.eigenvalues_pos i).ne']
    rw [hz]
    norm_num
  have h := cg_bound hS.posSemidef hy hp h0 hM
  by_contra hne
  have hpos : 0 < energy S (x - y) :=
    (Complex.lt_def.mp (hS.dotProduct_mulVec_pos (sub_ne_zero.mpr (Ne.symm hne)))).1
  linarith

/-- Chebyshev bound: if `S` is positive semidefinite with all eigenvalues in `[a, b]`, `a < b`,
the error energy times `T_k((b+a)/(b-a))^2` is at most the energy of `x`. -/
theorem cg_chebyshev (hS : S.PosSemidef) {x y : n → ℂ} {k : ℕ} (hy : IsCGIterate S x k y)
    {a b : ℝ} (hab : a < b) (hE : ∀ i, hS.isHermitian.eigenvalues i ∈ Set.Icc a b) :
    energy S (x - y) * (Chebyshev.T ℝ k).eval ((b + a) / (b - a)) ^ 2 ≤ energy S x := by
  have hd : 0 < b - a := sub_pos.mpr hab
  by_cases ht : (Chebyshev.T ℝ k).eval ((b + a) / (b - a)) = 0
  · rw [ht, energy_eq_sum hS.isHermitian x]
    simpa using Finset.sum_nonneg fun i _ =>
      mul_nonneg (hS.eigenvalues_nonneg i) (sq_nonneg ‖amplitude hS.isHermitian i x‖)
  set t := (Chebyshev.T ℝ k).eval ((b + a) / (b - a)) with htdef
  -- the Chebyshev polynomial moved to `[a, b]` and normalised at zero
  let L : ℝ[X] := C ((b + a) / (b - a)) - C (2 / (b - a)) * X
  have hL : L.natDegree ≤ 1 := by
    dsimp only [L]
    compute_degree
  have hp : (C t⁻¹ * (Chebyshev.T ℝ k).comp L).natDegree ≤ k := by
    refine (natDegree_C_mul_le _ _).trans ?_
    rw [natDegree_comp]
    exact (Nat.mul_le_mul (by simp [Chebyshev.natDegree_T]) hL).trans (mul_one k).le
  have h0 : (C t⁻¹ * (Chebyshev.T ℝ k).comp L).eval 0 = 1 := by
    have hL0 : L.eval 0 = (b + a) / (b - a) := by simp [L]
    rw [eval_mul, eval_C, eval_comp, hL0, ← htdef, inv_mul_cancel₀ ht]
  have h := cg_bound hS hy hp h0 (M := t⁻¹ ^ 2) (by
    intro i
    obtain ⟨h1, h2⟩ := hE i
    have hs : L.eval (hS.isHermitian.eigenvalues i) =
        (b + a - 2 * hS.isHermitian.eigenvalues i) / (b - a) := by
      simp only [L, eval_sub, eval_mul, eval_C, eval_X]
      ring
    rw [eval_mul, eval_C, eval_comp, hs, mul_pow, ← Real.cos_arccos
      (x := (b + a - 2 * hS.isHermitian.eigenvalues i) / (b - a))
      (by rw [le_div_iff₀ hd]; linarith) (by rw [div_le_iff₀ hd]; linarith),
      Chebyshev.T_real_cos]
    exact mul_le_of_le_one_right (sq_nonneg _) (Real.cos_sq_le_one _))
  calc energy S (x - y) * t ^ 2 ≤ t⁻¹ ^ 2 * energy S x * t ^ 2 := by gcongr
    _ = energy S x := by field_simp

/-- If `r s = 1`, the Chebyshev polynomial `T_k` at `(r + s)/2` equals `(r^k + s^k)/2`. -/
theorem chebyshev_closed_form {r s : ℝ} (h : r * s = 1) (k : ℕ) :
    (Chebyshev.T ℝ k).eval ((r + s) / 2) = (r ^ k + s ^ k) / 2 := by
  induction k using Nat.twoStepInduction with
  | zero => simp
  | one => simp
  | more k h0 h1 =>
    push_cast at h1 ⊢
    rw [Chebyshev.T_add_two]
    simp only [eval_sub, eval_mul, eval_X, eval_ofNat]
    rw [h0, h1]
    linear_combination ((r ^ k + s ^ k) / 2) * h

/-- Convergence rate: if `S` is positive semidefinite with all eigenvalues in `[a, b]`,
`0 ≤ a < b`, the error energy is at most `(2 ((√b - √a)/(√b + √a))^k)^2` times that of `x`. -/
theorem cg_rate (hS : S.PosSemidef) {x y : n → ℂ} {k : ℕ} (hy : IsCGIterate S x k y)
    {a b : ℝ} (ha : 0 ≤ a) (hab : a < b)
    (hE : ∀ i, hS.isHermitian.eigenvalues i ∈ Set.Icc a b) :
    energy S (x - y) ≤ (2 * ((√b - √a) / (√b + √a)) ^ k) ^ 2 * energy S x := by
  have h := cg_chebyshev hS hy hab hE
  have hm : 0 < √b - √a := sub_pos.mpr (Real.sqrt_lt_sqrt ha hab)
  have hq : 0 < √b + √a := by linarith [Real.sqrt_nonneg a]
  set r := (√b + √a) / (√b - √a) with hr
  set s := (√b - √a) / (√b + √a) with hs
  have hrs : r * s = 1 := by
    rw [hr, hs]
    field_simp
  have hσ : (b + a) / (b - a) = (r + s) / 2 := by
    have hb2 := Real.sq_sqrt (ha.trans hab.le)
    have ha2 := Real.sq_sqrt ha
    have hd : b - a = (√b - √a) * (√b + √a) := by linear_combination ha2 - hb2
    have hn : b + a = ((√b + √a) ^ 2 + (√b - √a) ^ 2) / 2 := by
      linear_combination -ha2 - hb2
    rw [hd, hn, hr, hs]
    field_simp
  rw [hσ, chebyshev_closed_form hrs] at h
  have hk : r ^ k * s ^ k = 1 := by rw [← mul_pow, hrs, one_pow]
  have hone : 1 ≤ (2 * s ^ k * ((r ^ k + s ^ k) / 2)) ^ 2 := by
    have h1 : 1 ≤ 2 * s ^ k * ((r ^ k + s ^ k) / 2) := by nlinarith [sq_nonneg (s ^ k)]
    nlinarith
  have hnn : 0 ≤ energy S (x - y) := by
    rw [energy_eq_sum hS.isHermitian]
    exact Finset.sum_nonneg fun i _ => mul_nonneg (hS.eigenvalues_nonneg i) (sq_nonneg _)
  calc energy S (x - y)
      ≤ energy S (x - y) * (2 * s ^ k * ((r ^ k + s ^ k) / 2)) ^ 2 :=
        le_mul_of_one_le_right hnn hone
    _ = (2 * s ^ k) ^ 2 * (energy S (x - y) * ((r ^ k + s ^ k) / 2) ^ 2) := by ring
    _ ≤ (2 * s ^ k) ^ 2 * energy S x := mul_le_mul_of_nonneg_left h (sq_nonneg _)

end

end ConjugateGradientBound
```

```lean
#print axioms ConjugateGradientBound.cg_bound
#print axioms ConjugateGradientBound.cg_terminates
#print axioms ConjugateGradientBound.cg_rate
```

```
'ConjugateGradientBound.cg_bound' depends on axioms: [propext, Classical.choice, Quot.sound]
'ConjugateGradientBound.cg_terminates' depends on axioms: [propext, Classical.choice, Quot.sound]
'ConjugateGradientBound.cg_rate' depends on axioms: [propext, Classical.choice, Quot.sound]
```

## Expansion coefficients in a non-orthogonal basis

Let \(\phi_i\) be finitely many basis functions with overlaps \(S_{ij}=\langle\phi_i|\phi_j\rangle\), and let \(\psi=\sum_i x_i\phi_i\). The projections \(f_i=\langle\phi_i|\psi\rangle\) are known and the coefficients \(x\) are wanted, so \(Sx=f\) has to be solved. The quantity

\[
E(v)=v^\dagger S v
\]

is then the squared norm of the function with coefficients \(v\), and \(E(x-y)\) is the squared distance between \(\psi\) and its approximation with coefficients \(y\). The file calls \(E\) `energy`, after the energy norm of numerical analysis, whose square it is; here it is not an energy in the physical sense. The comments in the file write \(b\) for the right-hand side \(f\), while in the last theorems `b` is the upper end of an interval containing the eigenvalues. Below, \(b\) has only the second meaning.

For normalised basis functions, near-linear dependence appears as a small eigenvalue of \(S\). The ratio \(a/b\) is then small for every interval \([a,b]\) with \(a\ge0\) that contains the eigenvalues, and the factor \((\sqrt b-\sqrt a)/(\sqrt b+\sqrt a)\) in the last theorem is close to one, so the rate guaranteed there is slow.

## What the theorems say

The matrix `S` is complex, with rows and columns labelled by a finite type `n`. `energy` takes the real part of \(v^\dagger Sv\), which loses nothing for Hermitian `S`. `krylov S v k` is the complex span of \(S^j v\) for \(0\le j<k\); for \(k=0\) it contains only the zero vector. `IsCGIterate S x k y` says that \(y\) lies in the space built from \(Sx\) and that no other vector of that space has a smaller error energy.

`cg_bound` takes a positive semidefinite `S`, such a `y`, a real polynomial \(p\) of degree at most \(k\) with \(p(0)=1\), and a number \(M\) with \(p(\lambda_i)^2\le M\) for every eigenvalue \(\lambda_i\). It concludes

\[
E(x-y)\le M\,E(x).
\]

When there is at least one eigenvalue, the maximum of \(p^2\) over the eigenvalues is the smallest admissible \(M\). If \(S\) is singular, zero is an eigenvalue and \(p(0)=1\) forces \(M\ge 1\), so the bound as stated is informative only for positive definite \(S\). The restriction comes from the hypothesis on \(M\): modes with \(\lambda_i=0\) contribute nothing to \(E\), so the argument below also works if \(M\) bounds \(p^2\) on the nonzero eigenvalues alone. The file does not state this version.

Three consequences follow:

- `cg_terminates`: if \(S\) is positive definite with at most \(k\) distinct eigenvalues, then \(y=x\).
- `cg_chebyshev`: if all eigenvalues lie in \([a,b]\) with \(a<b\), then \(E(x-y)\,T_k(\sigma)^2\le E(x)\), where \(\sigma=(b+a)/(b-a)\) and \(T_k\) is the Chebyshev polynomial.
- `cg_rate`: if also \(a\ge0\), then \(E(x-y)\le\bigl(2\bigl(\tfrac{\sqrt b-\sqrt a}{\sqrt b+\sqrt a}\bigr)^k\bigr)^2E(x)\).

The step left to the reader is from the minimiser to a running program. The conjugate-gradient recurrences, started from zero and free of rounding, produce this minimiser, but the file defines \(y\) by the minimisation and contains no recurrences.

The starting vector in the definition needs care. Had `IsCGIterate` used `krylov S x k`, the definition and the theorem statements would still type-check, but for \(k\ge1\) the space would contain \(x\) itself. The minimal error energy would be zero, and the theorem would say nothing about a solver that knows only \(Sx\).

## Comparing the minimiser with a polynomial trial vector

**The trial vector.** Write \(p(t)=1+\sum_{i=0}^{k-1}c_{i+1}t^{i+1}\). Then

\[
x-p(S)x=-\sum_{i=0}^{k-1}c_{i+1}S^i(Sx),
\]

because the constant term cancels \(x\). The right-hand side lies in the Krylov space. This is `sub_poly_mem_krylov`: its `key` is the displayed identity, and the closing lines place each term in the span.

**Eigenmodes.** Let \(u_i\) be orthonormal eigenvectors, \(Su_i=\lambda_iu_i\), and let \(\alpha_i(v)=u_i^\dagger v\), which is `amplitude` in Lean. Since \(S\) is Hermitian,

\[
\alpha_i(Sv)=(Su_i)^\dagger v=\lambda_i\alpha_i(v).
\]

This is `amplitude_mulVec`. Repetition gives \(\alpha_i(S^mv)=\lambda_i^m\alpha_i(v)\), and linearity gives \(\alpha_i(p(S)v)=p(\lambda_i)\alpha_i(v)\). `amplitude_poly` does the same, by induction on the power and then on the polynomial.

**The energy as a sum.** Inserting \(\sum_iu_iu_i^\dagger=1\) gives

\[
E(v)=\sum_i(v^\dagger u_i)(u_i^\dagger Sv)=\sum_i\lambda_i|\alpha_i(v)|^2 .
\]

In `energy_eq_sum` the insertion is the rewrite with `sum_inner_mul_inner`.

**The bound.** The error of the trial vector is \(x-(x-p(S)x)=p(S)x\). Minimality of \(y\), together with \(\lambda_i\ge0\), yields

\[
E(x-y)\le E(p(S)x)=\sum_i\lambda_i\,p(\lambda_i)^2|\alpha_i(x)|^2\le M\,E(x).
\]

In `cg_bound`, `h1` is the first inequality and `Finset.sum_le_sum` reduces the last one to single modes.

## Choosing the polynomial

**Few distinct eigenvalues.** For positive definite \(S\), take \(p(t)=\prod_\mu(1-t/\mu)\) over the distinct eigenvalues \(\mu\). Its degree is at most \(k\), \(p(0)=1\), and it vanishes on the spectrum, so \(M=0\) is allowed and \(E(x-y)\le0\). Positive definiteness then gives \(y=x\). `cg_terminates` builds this product and derives a contradiction from \(y\ne x\).

**Eigenvalues in an interval.** When \(T_k(\sigma)\neq0\), take

\[
p(t)=\frac{1}{T_k(\sigma)}\,T_k\!\left(\frac{b+a-2t}{b-a}\right).
\]

At \(t=0\) this is one. For \(t\in[a,b]\) the argument lies in \([-1,1]\) and can be written \(\cos\theta\), so \(T_k(\cos\theta)=\cos k\theta\) gives \(p(t)^2\le1/T_k(\sigma)^2\). `cg_chebyshev` follows this line through `Real.cos_arccos` and treats \(T_k(\sigma)=0\) separately, where the claim is just \(0\le E(x)\).

**The rate.** If \(rs=1\), then \(T_k((r+s)/2)=(r^k+s^k)/2\). This holds for \(k=0\) and \(k=1\), and the recurrence \(T_{k+2}(t)=2t\,T_{k+1}(t)-T_k(t)\) carries it upwards, since

\[
(r+s)\frac{r^{k+1}+s^{k+1}}2-\frac{r^k+s^k}2=\frac{r^{k+2}+s^{k+2}}2 .
\]

`chebyshev_closed_form` is this two-step induction. Now set \(s=(\sqrt b-\sqrt a)/(\sqrt b+\sqrt a)\) and \(r=1/s\). Then

\[
\frac{r+s}2=\frac{(\sqrt b+\sqrt a)^2+(\sqrt b-\sqrt a)^2}{2(b-a)}=\sigma,
\]

and \(2s^kT_k(\sigma)=1+s^{2k}\ge1\). Hence

\[
E(x-y)\le(2s^k)^2\,T_k(\sigma)^2E(x-y)\le(2s^k)^2E(x),
\]

which is the final `calc` of `cg_rate`, with `hone` supplying the first inequality.

## Two basis functions with overlap one half

Take

\[
S=\begin{pmatrix}1&\tfrac12\\ \tfrac12&1\end{pmatrix},\qquad x=\begin{pmatrix}1\\0\end{pmatrix},\qquad f=Sx=\begin{pmatrix}1\\ \tfrac12\end{pmatrix}.
\]

The eigenvalues are \(\tfrac12\) and \(\tfrac32\), and \(E(x)=1\). For \(k=1\) the minimiser is \(y=cf\) with

\[
c=\frac{f^\dagger f}{f^\dagger Sf}=\frac{5/4}{7/4}=\frac57,\qquad
E(x-y)=1-\frac{(5/4)^2}{7/4}=\frac3{28}\approx0.107 .
\]

With \(a=\tfrac12\) and \(b=\tfrac32\) we have \(T_1(\sigma)=\sigma=2\), so the Chebyshev bound is \(\tfrac14\). The rate formula gives \((2(2-\sqrt3))^2\approx0.287\), which is slightly weaker. For \(k=2\) there are two distinct eigenvalues, and \(y=x\).
